# Three plane waves at K, coupled cyclically by v exp(ip) with v > 0, have a degenerate level exactly when sin 3p = 0

## Reading the K-point levels from one Fourier component

In a nearly-free-electron calculation for a weak potential on a two-dimensional hexagonal lattice, with a threefold axis of the potential through the origin, the three lowest levels at K can be estimated without a diagonaliser: take the complex Fourier component V of the potential that couples two of the three plane waves of lowest kinetic energy, compute its modulus v and phase p, and evaluate three cosines. If V is nonzero, the phase also tells whether two bands touch at K in this non-interacting model restricted to three plane waves.

The three waves have wavevectors at equivalent corners of the Brillouin zone, so they share a kinetic energy T. Measure energies from the mean potential and put the origin on a threefold axis of the potential. The threefold symmetry then makes the couplings around the cycle equal to V, and a real potential makes the reverse couplings V*. With the origin elsewhere, the three couplings can have different phases and the phase of one of them is not enough. The Hamiltonian is

H = [ T, V, V* ; V*, T, V ; V, V*, T ],  V = v exp(ip).

## The statement and its assumptions

For j = 0, 1, 2 put θⱼ = 2πj/3 and

Eⱼ = T + 2v cos(p + θⱼ).

In the Lean file, `threeWave T V` is H, `coupling v p` is V, `angle j` is θⱼ and `level T v p j` is Eⱼ. The parameters T, v and p are real; the label j has type `Fin 3` and does not order the energies.

The theorem `three_wave_spectrum` assumes v > 0. It says that the characteristic polynomial of H is ∏ⱼ (X − Eⱼ), which includes multiplicities, and that at least one pair of levels with different labels coincides if and only if sin 3p = 0. The equal kinetic energies and equal couplings are built into the matrix, not derived from a lattice. Other plane waves and wavevectors away from K are absent.

## Eigenvectors from the threefold symmetry

Let z = exp(iθⱼ), so z³ = 1 and z² = z*. Apply H to (1, z, z²). The first row gives

T + Vz + V*z² = T + Vz + (Vz)* = T + 2v cos(p + θⱼ) = Eⱼ.

The other rows give

V* + Tz + Vz² = z(T + Vz + V*z²) = zEⱼ,
V + V*z + Tz² = z²(T + Vz + V*z²) = z²Eⱼ.

The normalised eigenvector is therefore (1, z, z²)/√3. For different j these vectors are orthogonal, since 1 + w + w² = 0 for a cube root of unity w ≠ 1. They form a basis, and the characteristic polynomial is the stated product.

## When two levels meet

Write c = cos p and s = sin p. The addition formula gives

E₀ = T + 2vc,
E₁ = T − vc − √3 vs,
E₂ = T − vc + √3 vs.

The differences are

E₀ − E₁ = v(3c + √3 s),
E₁ − E₂ = −2√3 vs,
E₂ − E₀ = v(−3c + √3 s).

Their product is

−2√3 v³ s(3s² − 9c²) = 6√3 v³(3sc² − s³) = 6√3 v³ sin 3p.

For v > 0 it vanishes exactly when sin 3p = 0, and a product vanishes exactly when one of its factors does.

The squared differences sum to

v²(18c² + 6s² + 12s²) = 18v²,

so all three levels merge only in the limit v = 0, where each equals T. At p = 0 there is a singlet at T + 2v and a doublet at T − v.

## Use in a code

With `v = abs(V)` and `p = arg(V)`, the three values Eⱼ provide a check on a numerical eigensolver applied to the matrix H, once both lists are sorted. Reversing the direction of the cycle replaces p by −p, which exchanges E₁ and E₂ and leaves the spectrum unchanged.

## The Lean file

```lean
import Mathlib

open Polynomial Matrix

namespace HexagonalKPoint

noncomputable section

/-- The Hamiltonian of three plane waves with common kinetic energy `T`, coupled
cyclically by the Fourier component `V` of the lattice potential. -/
def threeWave (T : ℝ) (V : ℂ) : Matrix (Fin 3) (Fin 3) ℂ :=
  !![(T : ℂ), V, starRingEnd ℂ V;
     starRingEnd ℂ V, (T : ℂ), V;
     V, starRingEnd ℂ V, (T : ℂ)]

/-- The coupling of modulus parameter `v` and phase `p`. -/
def coupling (v p : ℝ) : ℂ := (v : ℂ) * Complex.exp ((p : ℂ) * Complex.I)

/-- The angle `2 π j / 3` of the threefold rotation label `j`. -/
def angle (j : Fin 3) : ℝ := 2 * Real.pi * ((j : ℕ) : ℝ) / 3

/-- The energy `T + 2 v cos (p + 2 π j / 3)`. -/
def level (T v p : ℝ) (j : Fin 3) : ℝ := T + 2 * v * Real.cos (p + angle j)

/-- The combination of the three plane waves whose amplitude gains the phase
`2 π j / 3` from each wave to the next. -/
def symmetryWave (j : Fin 3) : Fin 3 → ℂ :=
  ![1, Complex.exp ((angle j : ℂ) * Complex.I),
    Complex.exp ((angle j : ℂ) * Complex.I) ^ 2]

/-- The secular polynomial of the three-wave Hamiltonian for any complex coupling. -/
theorem secular_polynomial (T : ℝ) (V : ℂ) :
    (threeWave T V).charpoly =
      (X - C (T : ℂ)) ^ 3 - 3 * C (V * starRingEnd ℂ V) * (X - C (T : ℂ))
        - C (V ^ 3 + (starRingEnd ℂ V) ^ 3) := by
  rw [Matrix.charpoly, Matrix.det_fin_three]
  simp only [Matrix.charmatrix_apply, threeWave]
  simp [-Complex.mul_conj]
  ring

/-- The three energies written through the cosine and sine of the coupling phase. -/
theorem level_values (T v p : ℝ) :
    level T v p 0 = T + 2 * v * Real.cos p ∧
    level T v p 1 = T - v * Real.cos p - √3 * v * Real.sin p ∧
    level T v p 2 = T - v * Real.cos p + √3 * v * Real.sin p := by
  have h0 : angle 0 = 0 := by simp [angle]
  have h1 : angle 1 = Real.pi - Real.pi / 3 := by
    have h : ((1 : Fin 3) : ℕ) = 1 := rfl
    unfold angle
    rw [h]
    push_cast
    ring
  have h2 : angle 2 = Real.pi / 3 + Real.pi := by
    have h : ((2 : Fin 3) : ℕ) = 2 := rfl
    unfold angle
    rw [h]
    push_cast
    ring
  refine ⟨?_, ?_, ?_⟩
  · rw [level, h0, add_zero]
  · rw [level, h1, Real.cos_add, Real.cos_pi_sub, Real.sin_pi_sub,
      Real.cos_pi_div_three, Real.sin_pi_div_three]
    ring
  · rw [level, h2, Real.cos_add, Real.cos_add_pi, Real.sin_add_pi,
      Real.cos_pi_div_three, Real.sin_pi_div_three]
    ring

/-- Each symmetry-adapted wave satisfies the eigenvalue equation of the three-wave Hamiltonian, with
energy `T + 2 v cos (p + 2 π j / 3)`. -/
theorem symmetryWave_eigen (T v p : ℝ) (j : Fin 3) :
    threeWave T (coupling v p) *ᵥ symmetryWave j =
      (level T v p j : ℂ) • symmetryWave j := by
  -- the phase factor is a cube root of unity
  have h3 : Complex.exp ((angle j : ℂ) * Complex.I) ^ 3 = 1 := by
    rw [← Complex.exp_nat_mul]
    refine Complex.exp_eq_one_iff.mpr ⟨((j : ℕ) : ℤ), ?_⟩
    unfold angle
    push_cast
    ring
  have hinv : Complex.exp (-((angle j : ℂ) * Complex.I)) *
      Complex.exp ((angle j : ℂ) * Complex.I) = 1 := by
    rw [← Complex.exp_add, neg_add_cancel, Complex.exp_zero]
  have hc : starRingEnd ℂ (coupling v p) =
      (v : ℂ) * Complex.exp (-((p : ℂ) * Complex.I)) := by
    rw [coupling, map_mul, Complex.conj_ofReal, ← Complex.exp_conj, map_mul,
      Complex.conj_ofReal, Complex.conj_I, mul_neg]
  -- the energy is the first row of the eigenvalue equation
  have hE : (level T v p j : ℂ) = (T : ℂ)
      + coupling v p * Complex.exp ((angle j : ℂ) * Complex.I)
      + starRingEnd ℂ (coupling v p) * Complex.exp ((angle j : ℂ) * Complex.I) ^ 2 := by
    have e1 : Complex.exp (((p : ℂ) + (angle j : ℂ)) * Complex.I) =
        Complex.exp ((p : ℂ) * Complex.I) * Complex.exp ((angle j : ℂ) * Complex.I) := by
      rw [← Complex.exp_add, add_mul]
    have e2 : Complex.exp (-((p : ℂ) + (angle j : ℂ)) * Complex.I) =
        Complex.exp (-((p : ℂ) * Complex.I)) *
          Complex.exp (-((angle j : ℂ) * Complex.I)) := by
      rw [← Complex.exp_add]
      congr 1
      ring
    have e3 : Complex.exp (-((angle j : ℂ) * Complex.I)) =
        Complex.exp ((angle j : ℂ) * Complex.I) ^ 2 := by
      linear_combination Complex.exp ((angle j : ℂ) * Complex.I) ^ 2 * hinv
        - Complex.exp (-((angle j : ℂ) * Complex.I)) * h3
    rw [hc, coupling, level]
    push_cast
    rw [Complex.cos, e1, e2, e3]
    ring
  rw [hE]
  unfold symmetryWave
  generalize Complex.exp ((angle j : ℂ) * Complex.I) = z at h3 ⊢
  generalize coupling v p = V
  ext k
  fin_cases k <;>
    simp [threeWave, Matrix.mulVec, dotProduct, Fin.sum_univ_three] <;>
    first
    | ring1
    | linear_combination (-(starRingEnd ℂ V)) * h3
    | linear_combination (-V - starRingEnd ℂ V * z) * h3

/-- The product of the three level differences is `6 √3 v³ sin 3p`. -/
theorem splitting_product (T v p : ℝ) :
    (level T v p 0 - level T v p 1) * (level T v p 1 - level T v p 2)
      * (level T v p 2 - level T v p 0) = 6 * √3 * v ^ 3 * Real.sin (3 * p) := by
  obtain ⟨h0, h1, h2⟩ := level_values T v p
  have hr : √3 ^ 2 = (3 : ℝ) := Real.sq_sqrt (by norm_num)
  rw [h0, h1, h2, Real.sin_three_mul]
  linear_combination (-2 * √3 * v ^ 3 * Real.sin p ^ 3) * hr
    + 18 * √3 * v ^ 3 * Real.sin p * Real.sin_sq_add_cos_sq p

/-- The squared level differences add up to `18 v²`, whatever the phase. -/
theorem splitting_sum_sq (T v p : ℝ) :
    (level T v p 0 - level T v p 1) ^ 2 + (level T v p 1 - level T v p 2) ^ 2
      + (level T v p 2 - level T v p 0) ^ 2 = 18 * v ^ 2 := by
  obtain ⟨h0, h1, h2⟩ := level_values T v p
  have hr : √3 ^ 2 = (3 : ℝ) := Real.sq_sqrt (by norm_num)
  rw [h0, h1, h2]
  linear_combination (6 * v ^ 2 * Real.sin p ^ 2) * hr
    + 18 * v ^ 2 * Real.sin_sq_add_cos_sq p

/-- For `v > 0`, the characteristic polynomial has the roots `T + 2 v cos (p + 2 π j / 3)`, counted
with multiplicity, and two of them coincide exactly when `sin 3p = 0`. -/
theorem three_wave_spectrum (T v p : ℝ) (hv : 0 < v) :
    (threeWave T (coupling v p)).charpoly = ∏ j, (X - C (level T v p j : ℂ)) ∧
    ((∃ i j, i ≠ j ∧ level T v p i = level T v p j) ↔ Real.sin (3 * p) = 0) := by
  constructor
  · obtain ⟨h0, h1, h2⟩ := level_values T v p
    have hV : coupling v p =
        (v : ℂ) * ((Real.cos p : ℂ) + (Real.sin p : ℂ) * Complex.I) := by
      rw [coupling, Complex.exp_mul_I, Complex.ofReal_cos, Complex.ofReal_sin]
    have hc : starRingEnd ℂ (coupling v p) =
        (v : ℂ) * ((Real.cos p : ℂ) - (Real.sin p : ℂ) * Complex.I) := by
      rw [hV]
      simp only [map_mul, map_add, Complex.conj_ofReal, Complex.conj_I]
      ring
    have hr : ((√3 : ℝ) : ℂ) ^ 2 = 3 := by
      rw [← Complex.ofReal_pow, Real.sq_sqrt (by norm_num)]
      norm_num
    -- compare the two cubics at every complex energy
    rw [secular_polynomial, Fin.prod_univ_three, h0, h1, h2, hc, hV]
    refine Polynomial.funext fun x => ?_
    simp only [eval_sub, eval_mul, eval_pow, eval_X, eval_C, eval_ofNat,
      Complex.ofReal_add, Complex.ofReal_sub, Complex.ofReal_mul, Complex.ofReal_ofNat]
    linear_combination
      (3 * (v : ℂ) ^ 2 * (Real.sin p : ℂ) ^ 2 * (x - T - 2 * v * (Real.cos p : ℂ)))
        * Complex.I_sq
      + ((v : ℂ) ^ 2 * (Real.sin p : ℂ) ^ 2 * (x - T - 2 * v * (Real.cos p : ℂ))) * hr
  · have hprod := splitting_product T v p
    have hne : 6 * √3 * v ^ 3 ≠ 0 := by positivity
    constructor
    · rintro ⟨i, j, hij, h⟩
      have key : ∀ f : Fin 3 → ℝ, f i = f j →
          (f 0 - f 1) * (f 1 - f 2) * (f 2 - f 0) = 0 := by
        intro f hf
        fin_cases i <;> fin_cases j <;>
          first
          | exact absurd rfl hij
          | (have h' : f 0 = f 1 := hf; simp [h'])
          | (have h' : f 0 = f 1 := hf.symm; simp [h'])
          | (have h' : f 1 = f 2 := hf; simp [h'])
          | (have h' : f 1 = f 2 := hf.symm; simp [h'])
          | (have h' : f 2 = f 0 := hf; simp [h'])
          | (have h' : f 2 = f 0 := hf.symm; simp [h'])
      rw [key _ h] at hprod
      exact (mul_eq_zero.mp hprod.symm).resolve_left hne
    · intro hs
      rw [hs, mul_zero] at hprod
      -- a vanishing product has a vanishing factor
      rcases mul_eq_zero.mp hprod with h | h
      · rcases mul_eq_zero.mp h with h | h
        · exact ⟨0, 1, by decide, sub_eq_zero.mp h⟩
        · exact ⟨1, 2, by decide, sub_eq_zero.mp h⟩
      · exact ⟨2, 0, by decide, sub_eq_zero.mp h⟩

/-- For nonzero coupling the three levels never all coincide. -/
theorem no_triple_degeneracy (T v p : ℝ) (hv : v ≠ 0) :
    ¬ (level T v p 0 = level T v p 1 ∧ level T v p 1 = level T v p 2) := by
  rintro ⟨h01, h12⟩
  have h := splitting_sum_sq T v p
  rw [h01, h12] at h
  have hpos : 0 < v ^ 2 := by positivity
  nlinarith

/-- At coupling phase zero the energies are `T + 2v` once and `T - v` twice. -/
theorem levels_phase_zero (T v : ℝ) :
    level T v 0 0 = T + 2 * v ∧ level T v 0 1 = T - v ∧ level T v 0 2 = T - v := by
  obtain ⟨h0, h1, h2⟩ := level_values T v 0
  rw [h0, h1, h2, Real.cos_zero, Real.sin_zero]
  refine ⟨?_, ?_, ?_⟩ <;> ring

end

end HexagonalKPoint
```

```lean
#print axioms HexagonalKPoint.symmetryWave_eigen
#print axioms HexagonalKPoint.three_wave_spectrum
#print axioms HexagonalKPoint.no_triple_degeneracy
#print axioms HexagonalKPoint.levels_phase_zero
```

```
'HexagonalKPoint.symmetryWave_eigen' depends on axioms: [propext, Classical.choice, Quot.sound]
'HexagonalKPoint.three_wave_spectrum' depends on axioms: [propext, Classical.choice, Quot.sound]
'HexagonalKPoint.no_triple_degeneracy' depends on axioms: [propext, Classical.choice, Quot.sound]
'HexagonalKPoint.levels_phase_zero' depends on axioms: [propext, Classical.choice, Quot.sound]
```

## How the proof proceeds

`secular_polynomial` expands the determinant for any complex V. `level_values` supplies the forms in c and s. The first half of the main theorem inserts these into the product and V = v(c + is), with its conjugate, into the secular polynomial, then compares the two cubics at every complex x; `linear_combination` closes the comparison using i² = −1 and (√3)² = 3. This replaces the orthogonality argument above.

`symmetryWave_eigen` separately proves the eigenvalue equation for the unnormalised vectors. It identifies the energy with the first row, then checks all three rows using z³ = 1.

`splitting_product` is the product identity. In the second half of the main theorem, a case check over the labels shows that any coincidence makes the product zero; conversely, `mul_eq_zero` finds the vanishing factor. `splitting_sum_sq` gives the sum 18v², from which `no_triple_degeneracy` follows for v ≠ 0. `levels_phase_zero` evaluates the levels at p = 0.
